# For orthonormal solutions of the two-orbital Hartree-Fock equations, the energy is stationary under their rotation exactly when the off-diagonal Lagrange multipliers are equal

## Orbitals, gradients and multipliers

Let V be a real Hilbert space with inner product ⟨·,·⟩, and let a and b be two orbitals in V. For the radial problem, think of two radial functions with the same angular momentum l, expanded in a finite orthonormal basis. The energy E(x, y) is a real function of two orbitals, twice continuously differentiable (C²) on all of V × V. Any other orbitals are frozen inside E.

Write ga for the gradient of E in its first orbital at (a, b), with the second held fixed, and gb for the gradient in the second. Write DE for the total first derivative at (a, b) and H for the second derivative there, a bilinear form on pairs of orbitals.

The rotated orbitals and the energy along the rotation are

a_θ = a cos θ + b sin θ,  b_θ = b cos θ − a sin θ,

f(θ) = E(a_θ, b_θ).

The Hartree-Fock equations are taken in the form

ga = ε₀₀ a + ε₀₁ b,  gb = ε₁₀ a + ε₁₁ b.

The multipliers stand for the constraints: the diagonal ones keep each orbital normalised, and the off-diagonal ones keep the two orthogonal. The matrix ε is not assumed symmetric. It belongs to the full energy gradients; if each equation is first divided by its shell's occupation, the multipliers are rescaled and the symmetry condition below changes accordingly.

## What holds at zero angle

For every C² energy and every a, b, orthonormal or not,

f'(0) = ⟨ga, b⟩ − ⟨gb, a⟩,

f''(0) = H((b, −a), (b, −a)) − ⟨ga, a⟩ − ⟨gb, b⟩.

If a and b are orthonormal and satisfy the orbital equations, then f'(0) = 0 exactly when ε₀₁ = ε₁₀. If, for such orbitals, both ε₀₁ = ε₁₀ and ε₀₀ + ε₁₁ < H((b, −a), (b, −a)) hold, then f has a local minimum at θ = 0.

For two open shells of the same l, treated with real orbitals in a finite basis, this makes equality of the off-diagonal multipliers a condition to be checked in addition to the orbital equations.

## The derivatives by the chain rule

The rotation keeps an orthonormal pair orthonormal. Both norms squared become cos²θ + sin²θ = 1, and

⟨a_θ, b_θ⟩ = −cos θ sin θ ⟨a, a⟩ + sin θ cos θ ⟨b, b⟩ = 0.

Differentiating the pair gives

d/dθ (a_θ, b_θ) = (b_θ, −a_θ),

which is the pair (b, −a) rotated by the same angle. A second differentiation gives (−a_θ, −b_θ): the acceleration is minus the pair itself.

The total derivative of E is linear, so a change (u, v) splits into (u, 0) + (0, v), and

DE(u, v) = ⟨ga, u⟩ + ⟨gb, v⟩.

With the velocity (b, −a) at θ = 0 this is the formula for f'(0). For the second derivative, both the derivative of E and the velocity change with θ, so the product rule gives

f''(0) = H((b, −a), (b, −a)) + DE(−a, −b),

and the last term equals −⟨ga, a⟩ − ⟨gb, b⟩.

## Projecting the orbital equations

Take inner products of the orbital equations with a and b. Orthonormality leaves

⟨ga, a⟩ = ε₀₀,  ⟨ga, b⟩ = ε₀₁,  ⟨gb, a⟩ = ε₁₀,  ⟨gb, b⟩ = ε₁₁.

Hence

f'(0) = ε₀₁ − ε₁₀,

f''(0) = H((b, −a), (b, −a)) − ε₀₀ − ε₁₁.

The first line gives the equivalence. When f'(0) = 0 and f''(0) > 0, the second-derivative test gives the local minimum.

## A hopping energy with unequal multipliers

Let h be a symmetric one-electron operator and let

E(x, y) = p⟨x, hx⟩ + q⟨y, hy⟩

with occupations p and q. Changing x by a small u changes ⟨x, hx⟩ to first order by ⟨u, hx⟩ + ⟨x, hu⟩ = 2⟨hx, u⟩, so ga = 2p ha and, likewise, gb = 2q hb.

Now choose the h that exchanges the orthonormal orbitals, ha = b and hb = a, and annihilates everything orthogonal to both. Then

ga = 2p b,  gb = 2q a.

The orbital equations hold with ε₀₁ = 2p and ε₁₀ = 2q. Along the rotation, f(θ) = (p − q) sin 2θ, with slope 2(p − q) at zero. For unequal occupations the orbital equations are satisfied and the energy is still not stationary.

## How the Lean statements encode the physics

- `OrthoPair a b` says that the orbitals are normalised and orthogonal. `rotate a b θ` is the pair (a_θ, b_θ), and `rotationEnergy E a b` is f.
- `gradA` and `gradB` are ga and gb. They use Mathlib's `gradient`, which represents a derivative by a vector and needs V to be complete; every finite-dimensional V is.
- H is `fderiv ℝ (fderiv ℝ E) (a, b)`, applied twice to `(b, -a)`.
- `OrbitalEquations E a b ε` is the pair of Hartree-Fock equations, with `ε 0 1` for ε₀₁ and so on.
- `ContDiff ℝ 2 E` is the C² hypothesis. `HasDerivAt` states that the derivative exists and has the given value.

The energy is arbitrary apart from its smoothness, so the direct and exchange integrals of an actual atom are not built in. The smoothness hypothesis suits a finite basis; the kinetic energy on the full space of square-integrable functions does not satisfy it. The orbital equations are assumed, not solved, and they contain no multipliers coupling a or b to further orbitals. The minimum is one along a single angle and says nothing about other variations of the orbitals.

## The complete Lean file

```lean
import Mathlib

open InnerProductSpace

namespace OrbitalRotation

noncomputable section

variable {V : Type*} [NormedAddCommGroup V] [InnerProductSpace ℝ V]

/-- Two real orbitals are normalised and mutually orthogonal. -/
def OrthoPair (a b : V) : Prop :=
  inner ℝ a a = 1 ∧ inner ℝ b b = 1 ∧ inner ℝ a b = 0

/-- The pair `(a cos θ + b sin θ, b cos θ - a sin θ)`. For orthonormal orbitals this is the pair
`(a, b)` rotated by the angle `θ` in the plane that it spans. -/
def rotate (a b : V) (θ : ℝ) : V × V :=
  (Real.cos θ • a + Real.sin θ • b, Real.cos θ • b - Real.sin θ • a)

/-- The energy as a function of the rotation angle of the two orbitals. -/
def rotationEnergy (E : V × V → ℝ) (a b : V) (θ : ℝ) : ℝ := E (rotate a b θ)

/-- Rotating an orthonormal pair of orbitals gives an orthonormal pair. -/
theorem orthoPair_rotate {a b : V} (h : OrthoPair a b) (θ : ℝ) :
    OrthoPair (rotate a b θ).1 (rotate a b θ).2 := by
  obtain ⟨haa, hbb, hab⟩ := h
  have hba : inner ℝ b a = 0 := by rw [real_inner_comm]; exact hab
  have hcs := Real.sin_sq_add_cos_sq θ
  unfold OrthoPair
  simp only [rotate, inner_add_left, inner_add_right, inner_sub_left, inner_sub_right,
    real_inner_smul_left, real_inner_smul_right, haa, hbb, hab, hba]
  refine ⟨?_, ?_, ?_⟩
  · linear_combination hcs
  · linear_combination hcs
  · ring

/-- The velocity of the rotated pair `(a, b)` is the rotated pair `(b, -a)`. -/
theorem hasDerivAt_rotate (a b : V) (θ : ℝ) :
    HasDerivAt (rotate a b) (rotate b (-a) θ) θ := by
  have h1 : HasDerivAt (fun t => Real.cos t • a + Real.sin t • b)
      (Real.cos θ • b + Real.sin θ • (-a)) θ :=
    (((Real.hasDerivAt_cos θ).smul_const a).fun_add
      ((Real.hasDerivAt_sin θ).smul_const b)).congr_deriv (by module)
  have h2 : HasDerivAt (fun t => Real.cos t • b - Real.sin t • a)
      (Real.cos θ • (-a) - Real.sin θ • b) θ :=
    (((Real.hasDerivAt_cos θ).smul_const b).fun_sub
      ((Real.hasDerivAt_sin θ).smul_const a)).congr_deriv (by module)
  exact h1.prodMk h2

/-- For a differentiable quantity `G` of two orbitals, such as the energy or its gradient,
the rate of change along the rotation is the derivative of `G` applied to the velocity
of the orbital pair. -/
theorem hasDerivAt_comp_rotate {W : Type*} [NormedAddCommGroup W] [NormedSpace ℝ W]
    {G : V × V → W} (hG : Differentiable ℝ G) (a b : V) (θ : ℝ) :
    HasDerivAt (fun t => G (rotate a b t))
      (fderiv ℝ G (rotate a b θ) (rotate b (-a) θ)) θ :=
  (hG (rotate a b θ)).hasFDerivAt.comp_hasDerivAt θ (hasDerivAt_rotate a b θ)

variable [CompleteSpace V]

/-- Gradient of the energy in the first orbital, the second one held fixed. -/
def gradA (E : V × V → ℝ) (a b : V) : V := gradient (fun x => E (x, b)) a

/-- Gradient of the energy in the second orbital, the first one held fixed. -/
def gradB (E : V × V → ℝ) (a b : V) : V := gradient (fun y => E (a, y)) b

/-- The Hartree-Fock equations of two orbitals: each gradient is a combination of the
orbitals, with a matrix `ε` of Lagrange multipliers that need not be symmetric. -/
def OrbitalEquations (E : V × V → ℝ) (a b : V) (ε : Matrix (Fin 2) (Fin 2) ℝ) : Prop :=
  gradA E a b = ε 0 0 • a + ε 0 1 • b ∧ gradB E a b = ε 1 0 • a + ε 1 1 • b

/-- Where the energy is differentiable, its first-order change is the sum of the
changes due to each orbital. -/
theorem fderiv_eq_gradients {E : V × V → ℝ} {a b : V}
    (h : DifferentiableAt ℝ E (a, b)) (u v : V) :
    fderiv ℝ E (a, b) (u, v) = inner ℝ (gradA E a b) u + inner ℝ (gradB E a b) v := by
  have hA : HasFDerivAt (fun x => E (x, b))
      ((fderiv ℝ E (a, b)).comp (ContinuousLinearMap.inl ℝ V V)) a :=
    HasFDerivAt.comp (f := fun x : V => (x, b)) a h.hasFDerivAt
      (hasFDerivAt_prodMk_left a b)
  have hB : HasFDerivAt (fun y => E (a, y))
      ((fderiv ℝ E (a, b)).comp (ContinuousLinearMap.inr ℝ V V)) b :=
    HasFDerivAt.comp (f := fun y : V => (a, y)) b h.hasFDerivAt
      (hasFDerivAt_prodMk_right a b)
  unfold gradA gradB gradient
  rw [toDual_symm_apply, toDual_symm_apply, hA.fderiv, hB.fderiv]
  change _ = fderiv ℝ E (a, b) (u, 0) + fderiv ℝ E (a, b) (0, v)
  rw [← map_add]
  simp

/-- First and second derivative, at zero angle, of a twice continuously differentiable
energy under rotation of two orbitals, in terms of its partial gradients and Hessian. -/
theorem rotation_derivatives {E : V × V → ℝ} (hE : ContDiff ℝ 2 E) (a b : V) :
    HasDerivAt (rotationEnergy E a b)
      (inner ℝ (gradA E a b) b - inner ℝ (gradB E a b) a) 0 ∧
    HasDerivAt (deriv (rotationEnergy E a b))
      (fderiv ℝ (fderiv ℝ E) (a, b) (b, -a) (b, -a)
        - inner ℝ (gradA E a b) a - inner ℝ (gradB E a b) b) 0 := by
  have hd : Differentiable ℝ E := hE.differentiable (by norm_num)
  have hd' : Differentiable ℝ (fderiv ℝ E) :=
    (hE.fderiv_right (m := 1) (by norm_num)).differentiable (by norm_num)
  have r0 : ∀ x y : V, rotate x y 0 = (x, y) := fun x y => by simp [rotate]
  constructor
  · refine (hasDerivAt_comp_rotate hd a b 0).congr_deriv ?_
    rw [r0, r0, fderiv_eq_gradients (hd (a, b)), inner_neg_right]
    ring
  · have hf : deriv (rotationEnergy E a b) =
        fun t => fderiv ℝ E (rotate a b t) (rotate b (-a) t) :=
      funext fun t => (hasDerivAt_comp_rotate hd a b t).deriv
    -- the gradient changes along the path through the Hessian
    have h1 : ∀ t, HasDerivAt (fun s => fderiv ℝ E (rotate a b s))
        (fderiv ℝ (fderiv ℝ E) (rotate a b t) (rotate b (-a) t)) t := fun t =>
      hasDerivAt_comp_rotate (W := V × V →L[ℝ] ℝ) hd' a b t
    rw [hf]
    -- the acceleration of the pair is minus the pair itself
    refine ((h1 0).clm_apply (hasDerivAt_rotate b (-a) 0)).congr_deriv ?_
    simp only [r0]
    rw [fderiv_eq_gradients (hd (a, b)), inner_neg_right, inner_neg_right]
    ring

/-- For orthonormal orbitals that satisfy the orbital equations, the multipliers are the
projections of the gradients on the orbitals. -/
theorem multipliers_eq {E : V × V → ℝ} {a b : V} {ε : Matrix (Fin 2) (Fin 2) ℝ}
    (h : OrthoPair a b) (hε : OrbitalEquations E a b ε) :
    inner ℝ (gradA E a b) a = ε 0 0 ∧ inner ℝ (gradA E a b) b = ε 0 1 ∧
    inner ℝ (gradB E a b) a = ε 1 0 ∧ inner ℝ (gradB E a b) b = ε 1 1 := by
  obtain ⟨haa, hbb, hab⟩ := h
  obtain ⟨hA, hB⟩ := hε
  have hba : inner ℝ b a = 0 := by rw [real_inner_comm]; exact hab
  rw [hA, hB]
  simp only [inner_add_left, real_inner_smul_left, haa, hbb, hab, hba, mul_one,
    mul_zero, add_zero, zero_add, and_self]

/-- For orthonormal solutions of the orbital equations of a C² energy, the energy is
stationary under their rotation exactly when the off-diagonal multipliers are equal. -/
theorem stationary_iff_symmetric {E : V × V → ℝ} (hE : ContDiff ℝ 2 E) {a b : V}
    {ε : Matrix (Fin 2) (Fin 2) ℝ} (h : OrthoPair a b) (hε : OrbitalEquations E a b ε) :
    deriv (rotationEnergy E a b) 0 = 0 ↔ ε 0 1 = ε 1 0 := by
  obtain ⟨_, h01, h10, _⟩ := multipliers_eq h hε
  rw [(rotation_derivatives hE a b).1.deriv, h01, h10, sub_eq_zero]

/-- For orthonormal solutions of the orbital equations of a C² energy with equal
off-diagonal multipliers, the energy has a local minimum along the rotation if the Hessian
in the direction `(b, -a)` exceeds the sum of the diagonal multipliers. -/
theorem isLocalMin_rotation {E : V × V → ℝ} (hE : ContDiff ℝ 2 E) {a b : V}
    {ε : Matrix (Fin 2) (Fin 2) ℝ} (h : OrthoPair a b) (hε : OrbitalEquations E a b ε)
    (hs : ε 0 1 = ε 1 0)
    (hH : ε 0 0 + ε 1 1 < fderiv ℝ (fderiv ℝ E) (a, b) (b, -a) (b, -a)) :
    IsLocalMin (rotationEnergy E a b) 0 := by
  obtain ⟨h00, _, _, h11⟩ := multipliers_eq h hε
  obtain ⟨h1, h2⟩ := rotation_derivatives hE a b
  refine isLocalMin_of_deriv_deriv_pos ?_ ((stationary_iff_symmetric hE h hε).2 hs)
    h1.continuousAt
  rw [h2.deriv, h00, h11]
  linarith

/-- One-electron energy of two orbitals with occupations `p` and `q`. -/
def oneBody (p q : ℝ) (h : V →L[ℝ] V) (z : V × V) : ℝ :=
  p * inner ℝ z.1 (h z.1) + q * inner ℝ z.2 (h z.2)

/-- For a symmetric one-electron operator, each orbital gradient is twice the occupation
times the operator applied to the orbital. -/
theorem oneBody_gradients (p q : ℝ) {h : V →L[ℝ] V}
    (hs : ∀ x y, inner ℝ (h x) y = inner ℝ x (h y)) (a b : V) :
    gradA (oneBody p q h) a b = (2 * p) • h a ∧
    gradB (oneBody p q h) a b = (2 * q) • h b := by
  have key : ∀ (c d : ℝ) (x : V),
      gradient (fun y => c * inner ℝ y (h y) + d) x = (2 * c) • h x := by
    intro c d x
    have h1 := (hasFDerivAt_id (𝕜 := ℝ) x).inner ℝ (h.hasFDerivAt (x := x))
    have h2 : HasFDerivAt (fun y => c * inner ℝ y (h y) + d)
        (toDual ℝ V ((2 * c) • h x)) x := by
      refine ((h1.const_mul c).add_const d).congr_fderiv ?_
      refine ContinuousLinearMap.ext fun u => ?_
      change c * (inner ℝ x (h u) + inner ℝ u (h x)) = inner ℝ ((2 * c) • h x) u
      rw [real_inner_smul_left]
      linear_combination (-c) * hs x u - c * real_inner_comm u (h x)
    exact HasGradientAt.gradient h2
  refine ⟨key p (q * inner ℝ b (h b)) a, ?_⟩
  rw [← key q (p * inner ℝ a (h a)) b]
  unfold gradB oneBody
  congr 1
  funext y
  exact add_comm _ _

/-- The operator that exchanges two orthonormal orbitals `a` and `b`, and annihilates
everything orthogonal to both. -/
def hopping (a b : V) : V →L[ℝ] V :=
  (innerSL ℝ a).smulRight b + (innerSL ℝ b).smulRight a

/-- For orthonormal orbitals, the one-electron energy of the hopping operator is C² and
satisfies the orbital equations with off-diagonal multipliers `2p` and `2q`. -/
theorem orbitalEquations_witness (p q : ℝ) {a b : V} (h : OrthoPair a b) :
    ContDiff ℝ 2 (oneBody p q (hopping a b)) ∧
    OrbitalEquations (oneBody p q (hopping a b)) a b !![0, 2 * p; 2 * q, 0] := by
  obtain ⟨haa, hbb, hab⟩ := h
  have hba : inner ℝ b a = 0 := by rw [real_inner_comm]; exact hab
  have happ : ∀ x, hopping a b x = inner ℝ a x • b + inner ℝ b x • a := fun _ => rfl
  have hs : ∀ x y, inner ℝ (hopping a b x) y = inner ℝ x (hopping a b y) := by
    intro x y
    rw [happ, happ, inner_add_left, inner_add_right, real_inner_smul_left,
      real_inner_smul_left, real_inner_smul_right, real_inner_smul_right,
      real_inner_comm a x, real_inner_comm b x]
    ring
  constructor
  · exact (contDiff_const.mul
      (contDiff_fst.inner ℝ ((hopping a b).contDiff.comp contDiff_fst))).add
      (contDiff_const.mul
        (contDiff_snd.inner ℝ ((hopping a b).contDiff.comp contDiff_snd)))
  · obtain ⟨hA, hB⟩ := oneBody_gradients p q hs a b
    unfold OrbitalEquations
    rw [hA, hB, happ, happ, haa, hbb, hab, hba]
    constructor <;> simp

end

end OrbitalRotation
```

```lean
#print axioms OrbitalRotation.orthoPair_rotate
#print axioms OrbitalRotation.stationary_iff_symmetric
#print axioms OrbitalRotation.isLocalMin_rotation
```

```
'OrbitalRotation.orthoPair_rotate' depends on axioms: [propext, Classical.choice, Quot.sound]
'OrbitalRotation.stationary_iff_symmetric' depends on axioms: [propext, Classical.choice, Quot.sound]
'OrbitalRotation.isLocalMin_rotation' depends on axioms: [propext, Classical.choice, Quot.sound]
```

## From the velocity of the pair to the second derivative

`orthoPair_rotate` expands the inner products and closes the two normalisation goals with sin²θ + cos²θ = 1. `hasDerivAt_rotate` differentiates each component and states the velocity as `rotate b (-a) θ`. Because the velocity is again a rotated pair, the same lemma, applied to (b, −a), later supplies the acceleration.

`hasDerivAt_comp_rotate` is the chain rule for any differentiable quantity `G` of two orbitals. Its values may lie in any normed space `W`, so it serves both for the energy and for the energy's derivative.

`fderiv_eq_gradients` is the splitting of DE. The facts `hA` and `hB` identify the derivative with one orbital frozen as the total derivative restricted to changes (u, 0) or (0, v); linearity then adds the two.

In `rotation_derivatives`, the first half evaluates the chain rule at zero angle. The second half needs f' as a function, so `hf` establishes its formula at every angle. The step `h1` says that the derivative of E changes along the path through the Hessian, and `clm_apply` is the product rule for a varying linear map applied to a varying vector. It produces the Hessian term and the acceleration term, and `fderiv_eq_gradients` turns the latter into inner products.

## From projections to stationarity and the minimum

`multipliers_eq` carries out the four projections. `stationary_iff_symmetric` substitutes two of them into f'(0) and uses that a difference vanishes exactly when its terms are equal. `isLocalMin_rotation` substitutes the other two into f''(0) and passes the positive value, together with stationarity and continuity, to Mathlib's second-derivative test.

In `oneBody_gradients`, the auxiliary statement `key` computes the gradient of c⟨y, hy⟩ + d. The constant d is the contribution of the frozen orbital, so one computation covers both gradients. `orbitalEquations_witness` checks that `hopping a b` is symmetric, that its energy is C², and that the multiplier matrix is `!![0, 2 * p; 2 * q, 0]`. Combined with `stationary_iff_symmetric`, this shows that the hopping energy is stationary at zero angle only for p = q.
